# The occupation of an impurity level with a constant complex host term is an arctangent of the Fermi energy

Take an impurity level at energy zero whose only contact with its host is a decay term \(-i\), in units where the half-width is one. Its Green function is \(G(E)=1/(E+i)\), and its local density of states is

\[
-\frac{1}{\pi}\,\mathrm{Im}\,\frac{1}{E+i}=\frac{1}{\pi}\,\frac{1}{E^2+1}.
\]

Filling all energies up to the Fermi energy \(E_F\), at zero temperature and for one spin direction, gives

\[
\int_{-\infty}^{E_F}\frac{dE}{\pi(E^2+1)}=\frac12+\frac{\arctan E_F}{\pi}.
\]

The level is half full at \(E_F=0\) and three quarters full at \(E_F=1\). The decay term has turned a sharp level into a resonance, or virtual bound state, which fills gradually as the Fermi energy passes through it. A general constant host term also shifts the resonance and rescales its width.

## Shift \(ca\), half-width \(cb\)

Let \(e\) be the bare impurity level, \(c>0\) the coupling strength, and \(g=a-ib\) the host backscattering term, with \(a\) real and \(b>0\). The impurity Green function and its occupation are

\[
G(E)=\frac{1}{E-e-cg},\qquad
n=\int_{-\infty}^{E_F}\left(-\frac{1}{\pi}\,\mathrm{Im}\,G(E)\right)dE ,
\]

and the identity is

\[
n=\frac12+\frac1\pi\arctan\frac{E_F-e-ca}{cb}.
\]

If the impurity orbital is coupled to one host orbital by a hopping amplitude \(V\), then \(c=|V|^2\) and \(g\) is the retarded Green function, on that orbital, of the host without the impurity. The condition \(b>0\) then says that the host has states there into which an electron on the impurity can escape. Taking \(g\) constant stands for a host whose response hardly changes with energy, both across the resonance and over the part of its lower tail that contributes noticeably to the charge.

For example, let \(e=-1\) eV, \(c=2\) eV², \(a=0.5\) eV⁻¹, \(b=0.25\) eV⁻¹ and \(E_F=0.5\) eV. The shift is \(ca=1\) eV, so the resonance is centred at \(0\) eV, and its half-width is \(cb=0.5\) eV. The argument of the arctangent is \(0.5/0.5=1\), and \(n=1/2+1/4=3/4\).

## Checking an energy integration and its lower cutoff

For a non-interacting impurity with an energy-independent host term, the identity gives an exact reference value for a routine that integrates an impurity density of states up to the Fermi energy. It tests the sign of the imaginary part, the factor \(1/\pi\) and the energy mesh together.

It also gives the error made by starting the integration at a finite energy \(E_{\min}\): the omitted charge is the same formula with \(E_F\) replaced by \(E_{\min}\). If \(E_{\min}\) lies ten half-widths below the centre, the omitted charge is \(1/2-\arctan(10)/\pi\approx0.032\) electrons. Lorentzian tails are long, and a cutoff that looks generous on a plot can still lose a few per cent of an electron.

The formula can be inverted as well. For a prescribed occupation \(0<n<1\), the bare level must be

\[
e=E_F-ca-cb\,\tan\!\big(\pi(n-\tfrac12)\big).
\]

In the example, \(n=3/4\) gives \(e=0.5-1-0.5=-1\) eV, the level with which it started. In this model, a code that adjusts an impurity level to reach a target charge can be compared with this value directly.

## From the embedding equation to the arctangent

The embedding equation for the impurity Green function \(X\) is

\[
(E-e)X=1+cgX .
\]

Moving the last term to the left gives \((E-e-cg)X=1\). Write \(x=E-e-ca\) and \(w=cb\). Since \(cg=ca-icb\), the factor in front of \(X\) is \(x+iw\). Its imaginary part \(w\) is positive, so the factor never vanishes at real \(E\), and the equation has exactly one solution,

\[
G(E)=\frac{1}{x+iw}=\frac{x-iw}{x^2+w^2}.
\]

The local density of states is therefore

\[
\rho(E)=-\frac{1}{\pi}\,\mathrm{Im}\,G(E)=\frac{w}{\pi(x^2+w^2)} ,
\]

a Lorentzian centred at \(E=e+ca\). Its central value is \(1/(\pi w)\). It has half that value when \(x^2+w^2=2w^2\), that is, when \(|x|=w\), and so \(cb\) is the half-width at half maximum.

In the reduced energy \(u=x/w\) the density reads

\[
\rho(E)=\frac{1}{\pi w}\,\frac{1}{1+u^2}.
\]

This is a shifted, stretched and rescaled copy of \(1/(1+u^2)\), which has a finite integral over the real line, so \(\rho\) is integrable. Because \(du/dE=1/w\), the chain rule gives

\[
\frac{d}{dE}\,\frac{\arctan u}{\pi}=\frac{1}{\pi}\,\frac{1}{1+u^2}\,\frac1w=\rho(E).
\]

As \(E\to-\infty\), \(u\to-\infty\) because \(w>0\), and \(\arctan(u)/\pi\to-1/2\). The fundamental theorem of calculus on the half-line then gives

\[
n=\frac{1}{\pi}\arctan\frac{E_F-e-ca}{cb}-\left(-\frac12\right),
\]

which is the identity.

For the inverse, suppose that \(0<n<1\). The identity says that \(\arctan u_F=\pi(n-\tfrac12)\), where \(u_F=(E_F-e-ca)/(cb)\). The angle on the right lies strictly between \(-\pi/2\) and \(\pi/2\), so this is equivalent to \(u_F=\tan(\pi(n-\tfrac12))\). Solving for \(e\) gives the level stated above.

## The Lean file

```lean
import Mathlib

open MeasureTheory Filter Topology Real

namespace VirtualBoundState

noncomputable section

/-- The host backscattering term `g = a - i b`. -/
def hostTerm (a b : ℝ) : ℂ := (a : ℂ) - (b : ℂ) * Complex.I

/-- The Green function `1 / (E - e - c g)` of an impurity level `e` coupled with strength `c`
to a host with backscattering term `g`. -/
def impurityGreen (e c : ℝ) (g : ℂ) (E : ℝ) : ℂ := 1 / ((E : ℂ) - e - c * g)

/-- The local density of states `-Im G(E) / π` on the impurity. -/
def localDOS (e c : ℝ) (g : ℂ) (E : ℝ) : ℝ := -(impurityGreen e c g E).im / π

/-- The occupation of the impurity: its local density of states integrated over all energies
up to the Fermi energy `EF`. -/
def occupation (e c : ℝ) (g : ℂ) (EF : ℝ) : ℝ := ∫ E in Set.Iic EF, localDOS e c g E

/-- The impurity Green function is the unique solution `X` of the embedding equation
`(E - e) X = 1 + c g X`. -/
theorem embedding_equation_iff {a b c : ℝ} (hc : 0 < c) (hb : 0 < b) (e E : ℝ) (X : ℂ) :
    ((E : ℂ) - e) * X = 1 + c * hostTerm a b * X ↔
      X = impurityGreen e c (hostTerm a b) E := by
  -- the denominator has imaginary part `c b`, so it never vanishes
  have hD : (E : ℂ) - e - c * hostTerm a b ≠ 0 := by
    intro h
    have him : ((E : ℂ) - e - c * hostTerm a b).im = c * b := by simp [hostTerm]
    rw [h, Complex.zero_im] at him
    exact (mul_pos hc hb).ne him
  rw [impurityGreen, eq_div_iff hD]
  constructor <;> intro h <;> linear_combination h

/-- The local density of states equals `c b / (π ((E - e - c a)² + (c b)²))`. -/
theorem localDOS_eq_lorentzian (e a b c E : ℝ) :
    localDOS e c (hostTerm a b) E =
      c * b / (π * ((E - e - c * a) ^ 2 + (c * b) ^ 2)) := by
  have hre : ((E : ℂ) - e - c * hostTerm a b).re = E - e - c * a := by simp [hostTerm]
  have him : ((E : ℂ) - e - c * hostTerm a b).im = c * b := by simp [hostTerm]
  rw [localDOS, impurityGreen, one_div, Complex.inv_im, Complex.normSq_apply, hre, him,
    neg_div, neg_div, neg_div, neg_neg, div_div]
  congr 1
  ring

/-- The local density of states equals half its value at `e + c a` exactly at the energies
whose distance from `e + c a` is `c b`. -/
theorem localDOS_half_maximum_iff {a b c : ℝ} (hc : 0 < c) (hb : 0 < b) (e E : ℝ) :
    localDOS e c (hostTerm a b) E = localDOS e c (hostTerm a b) (e + c * a) / 2 ↔
      |E - e - c * a| = c * b := by
  have hw : 0 < c * b := mul_pos hc hb
  have h0 : e + c * a - e - c * a = 0 := by ring
  rw [localDOS_eq_lorentzian, localDOS_eq_lorentzian, h0]
  generalize E - e - c * a = x
  generalize c * b = w at hw
  have hπ := Real.pi_pos
  have h1 : π * (x ^ 2 + w ^ 2) ≠ 0 := by positivity
  have h2 : π * ((0 : ℝ) ^ 2 + w ^ 2) * 2 ≠ 0 := by positivity
  rw [div_div, div_eq_div_iff h1 h2, ← sq_eq_sq₀ (abs_nonneg x) hw.le, sq_abs]
  constructor
  · intro h
    have h3 : (π * w) * (x ^ 2 - w ^ 2) = 0 := by linear_combination -h
    have h4 := (mul_eq_zero.mp h3).resolve_left (mul_pos hπ hw).ne'
    linarith
  · intro h
    linear_combination (-π * w) * h

/-- In the reduced energy `u = (E - e - c a) / (c b)` the local density of states is
`1 / (1 + u²)` divided by `π c b`. -/
theorem localDOS_reduced {a b c : ℝ} (hc : 0 < c) (hb : 0 < b) (e E : ℝ) :
    localDOS e c (hostTerm a b) E =
      1 / (π * (c * b)) * (1 + ((E - e - c * a) / (c * b)) ^ 2)⁻¹ := by
  have hw : 0 < c * b := mul_pos hc hb
  rw [localDOS_eq_lorentzian]
  generalize E - e - c * a = x
  generalize c * b = w at hw
  have hw0 : w ≠ 0 := hw.ne'
  have hπ : π ≠ 0 := Real.pi_ne_zero
  have hD : x ^ 2 + w ^ 2 ≠ 0 := by positivity
  have hu : 1 + (x / w) ^ 2 = (x ^ 2 + w ^ 2) / w ^ 2 := by
    rw [div_pow, add_div, div_self (pow_ne_zero 2 hw0)]
    ring
  rw [hu, inv_div]
  field_simp

/-- The local density of states is integrable over the whole energy axis. -/
theorem localDOS_integrable {a b c : ℝ} (hc : 0 < c) (hb : 0 < b) (e : ℝ) :
    Integrable (localDOS e c (hostTerm a b)) := by
  have hw : c * b ≠ 0 := (mul_pos hc hb).ne'
  -- shift and rescale the standard Lorentzian
  have h := ((integrable_inv_one_add_sq.comp_div hw).comp_sub_right
    (e + c * a)).const_mul (1 / (π * (c * b)))
  refine h.congr (Eventually.of_forall fun E => ?_)
  show 1 / (π * (c * b)) * (1 + ((E - (e + c * a)) / (c * b)) ^ 2)⁻¹ = _
  rw [localDOS_reduced hc hb, sub_sub]

/-- The function `arctan((E - e - c a) / (c b)) / π` is an antiderivative of the local density
of states. -/
theorem hasDerivAt_arctan_localDOS {a b c : ℝ} (hc : 0 < c) (hb : 0 < b) (e E : ℝ) :
    HasDerivAt (fun x : ℝ => arctan ((x - e - c * a) / (c * b)) / π)
      (localDOS e c (hostTerm a b) E) E := by
  have h1 : HasDerivAt (fun x : ℝ => (x - e - c * a) / (c * b)) (1 / (c * b)) E :=
    (((hasDerivAt_id' E).sub_const e).sub_const (c * a)).div_const (c * b)
  refine (h1.arctan.div_const π).congr_deriv ?_
  rw [localDOS_reduced hc hb, one_div_mul_one_div, div_div, one_div, one_div, ← mul_inv]
  congr 1
  ring

/-- The occupation of the virtual bound state is
`1/2 + arctan((EF - e - c a) / (c b)) / π`. -/
theorem occupation_eq {a b c : ℝ} (hc : 0 < c) (hb : 0 < b) (e EF : ℝ) :
    occupation e c (hostTerm a b) EF =
      1 / 2 + arctan ((EF - e - c * a) / (c * b)) / π := by
  have hw : 0 < c * b := mul_pos hc hb
  -- far below the level the reduced energy tends to minus infinity
  have hu : Tendsto (fun x : ℝ => (x - e - c * a) / (c * b)) atBot atBot := by
    have h := (tendsto_atBot_add_const_right atBot (-(e + c * a))
      (tendsto_id (α := ℝ))).atBot_div_const hw
    refine h.congr fun x => ?_
    simp only [id]
    ring
  have hlim : Tendsto (fun x : ℝ => arctan ((x - e - c * a) / (c * b)) / π) atBot
      (𝓝 (-(π / 2) / π)) :=
    ((tendsto_arctan_atBot.mono_right nhdsWithin_le_nhds).comp hu).div_const π
  -- fundamental theorem of calculus on the half-line of occupied energies
  rw [occupation, integral_Iic_of_hasDerivAt_of_tendsto'
    (fun x _ => hasDerivAt_arctan_localDOS hc hb e x)
    (localDOS_integrable hc hb e).integrableOn hlim]
  have hπ : -(π / 2) / π = -(1 / 2) := by
    rw [div_eq_iff Real.pi_ne_zero]
    ring
  rw [hπ]
  ring

/-- For a prescribed occupation `n` strictly between 0 and 1, the impurity holds `n` exactly when
its bare level is `e = EF - c a - c b tan(π (n - 1/2))`. -/
theorem occupation_eq_iff_level {a b c n : ℝ} (hc : 0 < c) (hb : 0 < b)
    (hn0 : 0 < n) (hn1 : n < 1) (e EF : ℝ) :
    occupation e c (hostTerm a b) EF = n ↔
      e = EF - c * a - c * b * tan (π * (n - 1 / 2)) := by
  have hw : c * b ≠ 0 := (mul_pos hc hb).ne'
  have hπ := Real.pi_pos
  rw [occupation_eq hc hb]
  constructor
  · intro h
    have h1 : arctan ((EF - e - c * a) / (c * b)) / π = n - 1 / 2 := by linarith
    have h2 : arctan ((EF - e - c * a) / (c * b)) = π * (n - 1 / 2) := by
      rw [div_eq_iff hπ.ne'] at h1
      linarith
    have h3 := tan_arctan ((EF - e - c * a) / (c * b))
    rw [h2, eq_div_iff hw] at h3
    linarith
  · intro h
    have h1 : (EF - e - c * a) / (c * b) = tan (π * (n - 1 / 2)) := by
      rw [div_eq_iff hw]
      linarith
    -- the angle lies in the principal branch because `0 < n < 1`
    rw [h1, arctan_tan (by nlinarith) (by nlinarith), mul_div_cancel_left₀ _ hπ.ne']
    ring

end

end VirtualBoundState
```

```lean
#print axioms VirtualBoundState.embedding_equation_iff
-- 'VirtualBoundState.embedding_equation_iff' depends on axioms: [propext, Classical.choice, Quot.sound]
#print axioms VirtualBoundState.localDOS_half_maximum_iff
-- 'VirtualBoundState.localDOS_half_maximum_iff' depends on axioms: [propext, Classical.choice, Quot.sound]
#print axioms VirtualBoundState.occupation_eq_iff_level
-- 'VirtualBoundState.occupation_eq_iff_level' depends on axioms: [propext, Classical.choice, Quot.sound]
```

## How the Lean statements encode the impurity

The energies `e`, `E` and `EF`, the coupling `c` and the host parameters `a` and `b` are real numbers; `EF` is \(E_F\). The host term and the Green function are complex. `hostTerm a b` is \(a-ib\), which fixes the retarded sign convention: for positive `b` the imaginary part of the host term is negative. The definition `impurityGreen` accepts any complex `g`, and the theorems insert `hostTerm a b`.

`localDOS` is \(-\mathrm{Im}\,G/\pi\), a real function of the energy. `occupation` is its Lebesgue integral over `Set.Iic EF`, the half-line of energies at or below `EF`. This is the zero-temperature filling of one orbital in one spin channel.

The main theorem, `occupation_eq`, says that for all real `a`, `e` and `EF`, and for `c` and `b` positive, this integral equals the arctangent expression. Mathlib assigns the value zero to the integral of a non-integrable function, so `localDOS_integrable` matters: it shows that the occupation is a genuine integral. `occupation_eq_iff_level` adds the inverse as an equivalence, so for given host, coupling and Fermi energy exactly one bare level produces a prescribed `n` strictly between 0 and 1.

## How the proof follows the calculation

`embedding_equation_iff` first shows that the denominator has imaginary part `c * b` and so is not zero. It then multiplies the equation `X = 1 / (...)` through by the denominator, and `linear_combination` rearranges the result into the embedding equation and back.

`localDOS_eq_lorentzian` computes the real and imaginary parts of the denominator and applies the formula for the imaginary part of a complex inverse. It needs no positivity. `localDOS_half_maximum_iff` clears the denominators and compares squares, which is legitimate because both \(|x|\) and \(w\) are non-negative.

`localDOS_reduced` rewrites the density in terms of \(u\). From there `localDOS_integrable` starts with Mathlib's result that \(1/(1+u^2)\) is integrable, rescales the variable by `c * b`, shifts it by `e + c * a`, and multiplies by the constant prefactor. `hasDerivAt_arctan_localDOS` is the chain-rule step.

`occupation_eq` assembles these results. `hu` says that the reduced energy tends to minus infinity, `hlim` turns this into the limit of the antiderivative, and `integral_Iic_of_hasDerivAt_of_tendsto'` is the fundamental theorem of calculus on the half-line. In `occupation_eq_iff_level` one direction takes the tangent of both sides. The other uses `arctan_tan`, whose two side conditions place the angle in the principal branch; this is where `0 < n` and `n < 1` are needed.

## For negative \(cb\) the formula is off by one, and other limits

For \(c>0\) the positivity of `b` is essential. Take \(e=a=0\), \(c=1\), \(b=-1\) and \(E_F=0\). Then \(G(E)=1/(E-i)\), the density is \(-1/(\pi(E^2+1))\), and its integral up to \(E_F=0\) is \(-1/2\). The arctangent formula gives \(+1/2\). The same discrepancy of exactly one appears at every Fermi energy when \(cb<0\), because the antiderivative then tends to \(+1/2\) instead of \(-1/2\) at \(E\to-\infty\). In a code this is what happens when an advanced host Green function is supplied where a retarded one is expected: the integrated charge is negative, while the closed formula still returns a plausible number between 0 and 1.

At \(b=0\) the resonance becomes a sharp level. Its density is a delta function, which an ordinary integral of \(-\mathrm{Im}\,G/\pi\) along the real axis does not register.

The theorems concern a constant host term. In a real host \(g\) depends on energy, especially near band edges, and the density is then not a Lorentzian in general. The embedding equation is the starting point, and its derivation from a Hamiltonian of impurity and host is not part of the file. Electron–electron interaction and finite temperature are absent, and the occupation counts charge on the impurity orbital alone, without the charge that the impurity displaces in the host. The theorems are about exact real and complex numbers, so the rounding and quadrature errors of a particular program have to be assessed separately.
